# In the Limit of Rapid Ideal Pulsing, a CPMG Train Removes Exchange Dephasing

Let a real matrix \(K\) with zero column sums describe exchange between finitely many sites with real angular-frequency offsets \(w_j\). Suppose that there is no other relaxation and that the initial magnetization \(p\) is real, meaning along the axis of the π pulses, with \(\sum_j p_j=1\). Then the summed signal after \(n\) ideal echoes in a fixed total time \(T\) tends to 1 as \(n\to\infty\). The populations \(p\) need not be stationary.

## Exchange and echoes

The transverse magnetization \(m\), with one complex entry per site, evolves freely under
\[
U_w(\tau)=e^{\tau(K+iW)},\qquad W=\mathrm{diag}(w_j).
\]
For \(i\ne j\), \(K_{ij}\) is the rate from site \(j\) to site \(i\); zero column sums mean that exchange loses no magnetization. An ideal π pulse about the real axis conjugates \(m\). One echo is evolution for \(\tau=T/2n\), a pulse, and evolution for \(\tau\) again.

## Why the offsets cancel

Since \(K\) and \(W\) are real, \(\overline{U_w(\tau)m}=U_{-w}(\tau)\bar m\). One echo therefore maps \(m\) to \(F_n\bar m\), where
\[
F_n=U_w(\tau)U_{-w}(\tau)=1+\tau(K+iW)+\tau(K-iW)+O(\tau^2)=1+\tfrac Tn K+O(n^{-2}).
\]
Pure exchange over the same interval, \(Y_n=e^{TK/n}\), has the same first-order term, so \(n\|F_n-Y_n\|\to0\).

Let \(v\) be the real initial vector, \(x_k\) the magnetization after \(k\) echoes, and \(y_k=Y_n^kv\), which stays real. Then
\[
x_{k+1}-y_{k+1}=F_n\overline{(x_k-y_k)}+(F_n-Y_n)y_k .
\]
Put \(r=1+\|F_n-1\|+\|Y_n-1\|\), which bounds the growth per step under either matrix. Conjugation preserves the norm, so induction gives
\[
\|x_k-y_k\|\le k\,\|F_n-Y_n\|\,r^k\,\|v\|.
\]
At \(k=n\), \(r^n\le\exp(n\|F_n-1\|+n\|Y_n-1\|)\) stays bounded, because \(n(F_n-1)\) and \(n(Y_n-1)\) converge to \(TK\). The error vanishes, and \(y_n=e^{TK}v\).

For the signal, let \(\mathbf 1\) be the all-ones column vector. Zero column sums mean \(\mathbf 1^{\mathsf T}K=0\), so \(\frac{d}{dt}\mathbf 1^{\mathsf T}e^{tK}=\mathbf 1^{\mathsf T}Ke^{tK}=0\). Hence \(\mathbf 1^{\mathsf T}e^{TK}p=\mathbf 1^{\mathsf T}p=1\).

## Two sites, one and two echoes

Take \(K=\begin{pmatrix}-1&1\\1&-1\end{pmatrix}\), \(w=(1,-1)\), \(p=(\tfrac12,\tfrac12)\) and \(T=2\). Here \(K+iW+1\) squares to zero, so the exponential series stops and
\[
F_n=e^{-2\tau}\begin{pmatrix}1+2\tau^2&2\tau+2i\tau^2\\2\tau-2i\tau^2&1+2\tau^2\end{pmatrix}.
\]
One echo (\(\tau=1\)) gives the signal \(5e^{-2}\approx0.677\); two echoes (\(\tau=\tfrac12\)) give \(6e^{-2}\approx0.812\).

## An imaginary starting vector

The vector limit can fail when \(v\) is not real. With one site, \(K=0\), \(w=0\) and \(v=i\), the magnetization after \(n\) echoes alternates between \(i\) and \(-i\).

## The statement in Lean

`generator K w` is \(K+iW\), `free K w τ` is \(U_w(\tau)\), and `echo K w τ` is one echo. The exponent `^[n]` iterates the echo, so each echo starts from the magnetization that the previous one leaves.

`cpmg_tendsto` gives the vector limit for any real `K`, with `star v = v` expressing that `v` is real. `cpmg_signal_tendsto_one` adds `hK`, the zero column sums, and `hp`, the normalisation. Neither theorem requires nonnegative rates or populations, or a positive `T`.

The model has instantaneous, perfect pulses and no relaxation besides exchange. Within it, the theorem supplies a limiting check for simulations of CPMG relaxation dispersion, but no convergence rate.

```lean
import Mathlib

open Matrix Filter Topology

namespace CPMGExchange

noncomputable section

variable {ι : Type*} [Fintype ι] [DecidableEq ι]

/-- The generator `K + iW` of free evolution, with exchange matrix `K` and site offsets `w`. -/
def generator (K : Matrix ι ι ℝ) (w : ι → ℝ) : Matrix ι ι ℂ :=
  K.map (fun x => (x : ℂ)) + Complex.I • Matrix.diagonal (fun j => (w j : ℂ))

/-- The free-evolution propagator `exp(τ(K + iW))`. -/
def free (K : Matrix ι ι ℝ) (w : ι → ℝ) (τ : ℝ) : Matrix ι ι ℂ :=
  NormedSpace.exp (τ • generator K w)

/-- One echo: free evolution for `τ`, an ideal π pulse that conjugates the transverse
magnetization, and free evolution for `τ`. -/
def echo (K : Matrix ι ι ℝ) (w : ι → ℝ) (τ : ℝ) (m : ι → ℂ) : ι → ℂ :=
  free K w τ *ᵥ star (free K w τ *ᵥ m)

/-- Conjugating the magnetization after free evolution is the same as conjugating it before
and evolving with all offsets reversed. -/
theorem star_free_mulVec (K : Matrix ι ι ℝ) (w : ι → ℝ) (τ : ℝ) (m : ι → ℂ) :
    star (free K w τ *ᵥ m) = free K (-w) τ *ᵥ star m := by
  have hG : (generator K w)ᴴᵀ = generator K (-w) := by
    ext i j
    by_cases h : i = j
    · subst h
      simp [generator]
    · simp [generator, h, Ne.symm h]
  have hF : (free K w τ)ᴴᵀ = free K (-w) τ := by
    unfold free
    rw [← Matrix.exp_conjTranspose, ← Matrix.exp_transpose, Matrix.conjTranspose_smul,
      star_trivial, Matrix.transpose_smul, hG]
  rw [Matrix.star_mulVec, ← Matrix.mulVec_transpose, hF]

/-- Free evolution for zero time changes nothing. -/
theorem free_zero (K : Matrix ι ι ℝ) (w : ι → ℝ) : free K w 0 = 1 := by
  rw [free, zero_smul, NormedSpace.exp_zero]

/-- Free evolution for `τ`, repeated `k` times, is free evolution for `kτ`. -/
theorem free_pow (K : Matrix ι ι ℝ) (w : ι → ℝ) (τ : ℝ) (k : ℕ) :
    free K w τ ^ k = free K w (k * τ) := by
  unfold free
  rw [← Matrix.exp_nsmul, ← Nat.cast_smul_eq_nsmul ℝ, smul_smul]

open scoped Matrix.Norms.Operator

/-- To first order in the pulse spacing the offsets cancel over one echo, and only exchange
remains. -/
theorem echo_first_order (K : Matrix ι ι ℝ) (w : ι → ℝ) (T : ℝ) :
    Tendsto (fun n : ℕ => (n : ℝ) •
      (free K w (T / (2 * n)) * free K (-w) (T / (2 * n)) - 1))
      atTop (𝓝 (T • generator K 0)) := by
  have hD : ∀ u : ι → ℝ, HasDerivAt (fun s : ℝ => free K u (s * (T / 2)))
      ((T / 2) • generator K u) 0 := by
    intro u
    have h := hasDerivAt_exp_smul_const (𝕂 := ℝ) ((T / 2) • generator K u) (0 : ℝ)
    simp only [smul_smul, zero_mul, zero_smul, NormedSpace.exp_zero, one_mul] at h
    exact h
  have hL : (T / 2) • generator K w + (T / 2) • generator K (-w) = T • generator K 0 := by
    ext i j
    by_cases h : i = j
    · subst h
      simp [generator]
      ring
    · simp [generator, h]
      ring
  have h : HasDerivAt (fun s : ℝ => free K w (s * (T / 2)) * free K (-w) (s * (T / 2)))
      (T • generator K 0) 0 := by
    have h := (hD w).fun_mul (hD (-w))
    simp only [zero_mul, free_zero, mul_one, one_mul] at h
    rw [hL] at h
    exact h
  have hn : Tendsto (fun n : ℕ => (n : ℝ)⁻¹) atTop (𝓝[≠] 0) := by
    refine tendsto_nhdsWithin_iff.mpr
      ⟨tendsto_inv_atTop_zero.comp tendsto_natCast_atTop_atTop, ?_⟩
    filter_upwards [eventually_gt_atTop 0] with n hn
    exact inv_ne_zero (Nat.cast_ne_zero.mpr hn.ne')
  refine ((hasDerivAt_iff_tendsto_slope_zero.mp h).comp hn).congr fun n => ?_
  have e : T / (2 * (n : ℝ)) = (n : ℝ)⁻¹ * (T / 2) := by ring
  simp only [Function.comp_apply, inv_inv, zero_add, zero_mul, free_zero, mul_one, e]

/-- If steps `F` after conjugation replace steps `Y` whose trajectory stays real, the errors
add up at most linearly, apart from a growth factor. -/
theorem error_accumulation (F Y : Matrix ι ι ℂ) (v : ι → ℂ)
    (hv : ∀ k : ℕ, star (Y ^ k *ᵥ v) = Y ^ k *ᵥ v) (k : ℕ) :
    ‖(fun m => F *ᵥ star m)^[k] v - Y ^ k *ᵥ v‖
      ≤ k * ‖F - Y‖ * (1 + (‖F - 1‖ + ‖Y - 1‖)) ^ k * ‖v‖ := by
  have near : ∀ (A : Matrix ι ι ℂ) (x : ι → ℂ), ‖A *ᵥ x‖ ≤ (1 + ‖A - 1‖) * ‖x‖ := by
    intro A x
    have e : A *ᵥ x = x + (A - 1) *ᵥ x := by
      rw [Matrix.sub_mulVec, Matrix.one_mulVec]; abel
    rw [e]
    linarith [norm_add_le x ((A - 1) *ᵥ x), Matrix.linfty_opNorm_mulVec (A - 1) x]
  have hs : ∀ x : ι → ℂ, ‖star x‖ = ‖x‖ := fun x => by
    simp only [Pi.norm_def, Pi.star_apply, nnnorm_star]
  have hF := norm_nonneg (F - 1)
  have hY := norm_nonneg (Y - 1)
  set r := 1 + (‖F - 1‖ + ‖Y - 1‖) with hr
  have hY' : ∀ j : ℕ, Y ^ (j + 1) *ᵥ v = Y *ᵥ (Y ^ j *ᵥ v) := fun j => by
    rw [pow_succ', Matrix.mulVec_mulVec]
  have size : ∀ j : ℕ, ‖Y ^ j *ᵥ v‖ ≤ r ^ j * ‖v‖ := by
    intro j
    induction j with
    | zero => simp
    | succ j ih =>
      rw [hY', pow_succ', mul_assoc]
      exact (near _ _).trans (mul_le_mul (by linarith) ih (norm_nonneg _) (by linarith))
  induction k with
  | zero => simp
  | succ k ih =>
    rw [Function.iterate_succ_apply', hY']
    set x := (fun m => F *ᵥ star m)^[k] v
    have hy := hv k
    have hsize := size k
    set y := Y ^ k *ᵥ v
    -- split into the propagated old error and the new error of this step
    have e : F *ᵥ star x - Y *ᵥ y = F *ᵥ star (x - y) + (F - Y) *ᵥ y := by
      rw [star_sub, hy, Matrix.mulVec_sub, Matrix.sub_mulVec]; abel
    have h1 : ‖F *ᵥ star (x - y)‖ ≤ r * (k * ‖F - Y‖ * r ^ k * ‖v‖) := by
      refine (near _ _).trans ?_
      rw [hs]
      exact mul_le_mul (by linarith) ih (norm_nonneg _) (by linarith)
    have h2 : ‖(F - Y) *ᵥ y‖ ≤ ‖F - Y‖ * (r ^ k * ‖v‖) :=
      (Matrix.linfty_opNorm_mulVec _ _).trans
        (mul_le_mul_of_nonneg_left hsize (norm_nonneg _))
    have h3 : 0 ≤ (r - 1) * (‖F - Y‖ * (r ^ k * ‖v‖)) :=
      mul_nonneg (by linarith) (by positivity)
    change ‖F *ᵥ star x - Y *ᵥ y‖ ≤ _
    rw [e]
    refine (norm_add_le _ _).trans ?_
    push_cast
    rw [pow_succ]
    linarith

/-- In the limit of rapid pulsing at fixed total time `T`, a CPMG train acting on real initial
magnetization gives the same result as exchange with all offsets set to zero. -/
theorem cpmg_tendsto (K : Matrix ι ι ℝ) (w : ι → ℝ) (T : ℝ) (v : ι → ℂ) (hv : star v = v) :
    Tendsto (fun n : ℕ => (echo K w (T / (2 * n)))^[n] v) atTop (𝓝 (free K 0 T *ᵥ v)) := by
  have he : ∀ τ, echo K w τ = fun m => (free K w τ * free K (-w) τ) *ᵥ star m := by
    intro τ
    funext m
    rw [echo, star_free_mulVec, Matrix.mulVec_mulVec]
  simp only [he]
  set F : ℕ → Matrix ι ι ℂ := fun n => free K w (T / (2 * n)) * free K (-w) (T / (2 * n))
  set Y : ℕ → Matrix ι ι ℂ := fun n => free K 0 (T / (2 * n)) ^ 2 with hYdef
  have hF : Tendsto (fun n : ℕ => (n : ℝ) • (F n - 1)) atTop (𝓝 (T • generator K 0)) :=
    echo_first_order K w T
  have hY : Tendsto (fun n : ℕ => (n : ℝ) • (Y n - 1)) atTop (𝓝 (T • generator K 0)) := by
    simpa only [hYdef, neg_zero, ← sq] using echo_first_order K 0 T
  have hε : Tendsto (fun n : ℕ => (n : ℝ) * ‖F n - Y n‖) atTop (𝓝 0) := by
    have h := (hF.sub hY).norm
    rw [sub_self, norm_zero] at h
    refine h.congr fun n => ?_
    rw [← smul_sub, sub_sub_sub_cancel_right, norm_smul, Real.norm_natCast]
  have hb := (hε.mul ((Real.continuous_exp.tendsto _).comp
    (hF.norm.add hY.norm))).mul_const ‖v‖
  rw [zero_mul, zero_mul] at hb
  -- the accumulated error of the whole train vanishes
  have hd : Tendsto (fun n : ℕ => (fun m => F n *ᵥ star m)^[n] v - Y n ^ n *ᵥ v)
      atTop (𝓝 0) := by
    refine squeeze_zero_norm (fun n => ?_) hb
    have hreal : ∀ k : ℕ, star (Y n ^ k *ᵥ v) = Y n ^ k *ᵥ v := by
      intro k
      change star ((free K 0 (T / (2 * n)) ^ 2) ^ k *ᵥ v) =
        (free K 0 (T / (2 * n)) ^ 2) ^ k *ᵥ v
      rw [← pow_mul, free_pow, star_free_mulVec, neg_zero, hv]
    refine (error_accumulation (F n) (Y n) v hreal n).trans ?_
    have hp : (1 + (‖F n - 1‖ + ‖Y n - 1‖)) ^ n
        ≤ Real.exp (‖(n : ℝ) • (F n - 1)‖ + ‖(n : ℝ) • (Y n - 1)‖) := by
      rw [norm_smul, norm_smul, Real.norm_natCast, ← mul_add, Real.exp_nat_mul]
      exact pow_le_pow_left₀ (by positivity)
        (by linarith [Real.add_one_le_exp (‖F n - 1‖ + ‖Y n - 1‖)]) n
    exact mul_le_mul_of_nonneg_right
      (mul_le_mul_of_nonneg_left hp (by positivity)) (norm_nonneg _)
  have hlim := hd.add_const (free K 0 T *ᵥ v)
  rw [zero_add] at hlim
  refine hlim.congr' ?_
  filter_upwards [eventually_gt_atTop 0] with n hn
  have hn' : (n : ℝ) ≠ 0 := Nat.cast_ne_zero.mpr hn.ne'
  have ht : ((2 * n : ℕ) : ℝ) * (T / (2 * n)) = T := by
    push_cast
    field_simp
  have e : Y n ^ n = free K 0 T := by
    change (free K 0 (T / (2 * n)) ^ 2) ^ n = free K 0 T
    rw [← pow_mul, free_pow, ht]
  rw [e, sub_add_cancel]

/-- Exchange with zero column sums conserves the total magnetization when all offsets vanish. -/
theorem sum_free_mulVec (K : Matrix ι ι ℝ) (hK : ∀ j, ∑ i, K i j = 0) (t : ℝ) (m : ι → ℂ) :
    ∑ i, (free K 0 t *ᵥ m) i = ∑ i, m i := by
  let J : Matrix ι ι ℂ := Matrix.of fun _ _ => 1
  have hJ : J * generator K 0 = 0 := by
    ext i j
    have h : ∑ l, (K l j : ℂ) = 0 := by exact_mod_cast hK j
    simpa [J, generator, Matrix.mul_apply] using h
  -- the column sums of the propagator do not change in time
  have hd : ∀ s : ℝ, HasDerivAt (fun u : ℝ => J * free K 0 u) 0 s := by
    intro s
    have h := (hasDerivAt_exp_smul_const' (𝕂 := ℝ) (generator K 0) s).const_mul J
    rw [← mul_assoc, hJ, zero_mul] at h
    exact h
  have hc : J * free K 0 t = J := by
    have h := is_const_of_deriv_eq_zero (fun s => (hd s).differentiableAt)
      (fun s => (hd s).deriv) t 0
    simpa [free_zero] using h
  have hcol : ∀ j, ∑ i, free K 0 t i j = 1 := by
    intro j
    have h := congrFun (congrFun hc j) j
    simpa [J, Matrix.mul_apply] using h
  simp only [Matrix.mulVec, dotProduct]
  rw [Finset.sum_comm]
  simp only [← Finset.sum_mul, hcol, one_mul]

/-- For an exchange matrix with zero column sums and real initial magnetization of total one,
the summed CPMG signal at fixed total time tends to one as the number of echoes grows. -/
theorem cpmg_signal_tendsto_one (K : Matrix ι ι ℝ) (w p : ι → ℝ) (T : ℝ)
    (hK : ∀ j, ∑ i, K i j = 0) (hp : ∑ j, p j = 1) :
    Tendsto (fun n : ℕ => ∑ i, (echo K w (T / (2 * n)))^[n] (fun j => (p j : ℂ)) i)
      atTop (𝓝 1) := by
  have hr : star (fun j => (p j : ℂ)) = fun j => (p j : ℂ) := by
    ext j
    simp
  have h := tendsto_finsetSum Finset.univ fun i _ =>
    (tendsto_pi_nhds.mp (cpmg_tendsto K w T _ hr)) i
  have hp' : ∑ j, (p j : ℂ) = 1 := by exact_mod_cast hp
  rw [sum_free_mulVec K hK, hp'] at h
  exact h

end

end CPMGExchange
```

```lean
#print axioms CPMGExchange.cpmg_tendsto
-- 'CPMGExchange.cpmg_tendsto' depends on axioms: [propext, Classical.choice, Quot.sound]
#print axioms CPMGExchange.cpmg_signal_tendsto_one
-- 'CPMGExchange.cpmg_signal_tendsto_one' depends on axioms: [propext, Classical.choice, Quot.sound]
```

## From the derivation to the code

- `star_free_mulVec` moves conjugation through the propagator, writing the conjugate matrix as a transposed conjugate transpose.
- `free_zero` and `free_pow` give \(U_w(0)=1\) and \(U_w(\tau)^k=U_w(k\tau)\).
- `echo_first_order` replaces the Taylor expansion by a derivative. It differentiates \(U_w(sT/2)U_{-w}(sT/2)\) at \(s=0\) by the product rule, then evaluates the difference quotient at \(s=1/n\).
- `error_accumulation` is the induction above, in the maximum norm for vectors and the matching operator norm. Its `e` is the error splitting; `h1` and `h2` bound the two terms.
- `cpmg_tendsto` takes \(Y_n\) as the square of `free K 0 (T / (2 * n))`. It obtains \(n\|F_n-Y_n\|\to0\) in `hε`, bounds \(r^n\) in `hp`, and squeezes the error to zero in `hd`.
- `sum_free_mulVec` uses an all-ones matrix `J` in place of \(\mathbf 1^{\mathsf T}\): `J * free K 0 u` has zero derivative in `u`, hence is constant.
- `cpmg_signal_tendsto_one` sums the componentwise limits and applies this conservation law.
